# Splitting the fuzzy delocalisation index of a single determinant into a weight-difference sum and a cell-overlap term

After a Hartree–Fock calculation, the electron sharing between one atom and the rest of the molecule can be computed from the occupied orbitals and the atom's weight function \(w\), which lies between 0 and 1; the rest of the molecule has weight \(1-w\). If the atomic cells are fuzzy, one more sum over the integration grid splits that index into two nonnegative parts: an overlap term, which is zero for sharp cells, and a sum over pairs of points weighted by the squared difference of their cell weights.

Concretely, let \(\varphi_i\) be the occupied orbitals of one spin, \(q_x>0\) the quadrature weights and \(w_x\) the atom's weight at grid point \(x\). One forms the atomic overlap matrix \(S_{ij}=\sum_x q_x w_x\,\varphi_i(x)^*\varphi_j(x)\), and the index is \(2(\operatorname{Tr}S-\operatorname{Tr}S^2)\). The extra sum is \(2\sum_x q_x w_x(1-w_x)\rho(x)\), where \(\rho\) is the density of that spin. Subtracting it from the index leaves a sum over pairs of grid points, which therefore never has to be evaluated as a double loop.

The matrix behind these formulas is \(P_{xy}=\sqrt{q_xq_y}\sum_i\varphi_i(x)\varphi_i(y)^*\), with \(P_{xx}=q_x\rho(x)\). It is a Hermitian projector when the orbitals are orthonormal under the quadrature; on a real grid this holds only up to integration error.

## The grid, the index and the overlap term

```lean
import Mathlib

open Matrix

namespace FuzzyDelocalisation

noncomputable section

variable {n : Type*} [Fintype n]
```

The type `n` is the finite set of grid points. It may have any size, and no geometry is attached to it.

```lean
/-- The fuzzy delocalisation index `2 ∑ a_x b_y |P_xy|²` between two atomic cells with
weights `a` and `b`, for one spin channel with density matrix `P`. -/
def fuzzyIndex (P : Matrix n n ℂ) (a b : n → ℝ) : ℝ :=
  2 * ∑ x, ∑ y, a x * b y * ‖P x y‖ ^ 2
```

Here `P : Matrix n n ℂ` is a complex matrix indexed by grid points, and `a b : n → ℝ` are two real weight functions, one for each atomic cell. The definition reads

\[
F(a,b)=2\sum_{x,y}a_x b_y|P_{xy}|^2 .
\]

This is the contribution of one spin channel; a closed-shell molecule has twice this value. The definition itself puts no condition on `P` or on the weights. Those enter as hypotheses of the theorems.

```lean
/-- The overlap term `2 ∑ a_x b_x Re P_xx`: twice the sum over sites of the real part of the
diagonal entry of `P`, weighted by the product of the two cell weights at that site. -/
def overlapSharing (P : Matrix n n ℂ) (a b : n → ℝ) : ℝ :=
  2 * ∑ x, a x * b x * (P x x).re
```

The second quantity is

\[
O(a,b)=2\sum_x a_x b_x P_{xx}.
\]

It collects density at points claimed by both cells. Lean writes `(P x x).re` because matrix entries are complex numbers; for a Hermitian matrix the diagonal is real, so nothing is lost.

## Idempotency turns pair sums into densities

```lean
/-- For a Hermitian projector, the squared moduli in row `x` add up to the density at `x`. -/
theorem row_sum {P : Matrix n n ℂ} (hP : P.IsHermitian) (hI : P * P = P) (x : n) :
    ∑ y, ‖P x y‖ ^ 2 = (P x x).re := by
  have h := congrArg Complex.re (congrFun (congrFun hI x) x)
  rw [Matrix.mul_apply, Complex.re_sum] at h
  rw [← h]
  refine Finset.sum_congr rfl fun y _ => ?_
  have hs : P y x = star (P x y) := (hP.apply y x).symm
  rw [hs, Complex.sq_norm, Complex.normSq_apply]
  simp only [Complex.mul_re, Complex.star_def, Complex.conj_re, Complex.conj_im]
  ring
```

The hypotheses `hP` and `hI` say that \(P\) is Hermitian and that \(P^2=P\). Physically, they describe a single determinant with each orbital either filled or empty. A correlated state generally has fractional occupations and fails `hI`.

By hand, take the diagonal entry of \(P^2=P\):

\[
P_{xx}=\sum_y P_{xy}P_{yx}=\sum_y P_{xy}P_{xy}^*=\sum_y|P_{xy}|^2 .
\]

The Lean proof does the same. `h` is the real part of the diagonal entry, `hs` replaces \(P_{yx}\) by the conjugate of \(P_{xy}\), and `ring` finishes the algebra. In particular, \(P_{xx}\ge 0\).

```lean
/-- For a Hermitian projector and any two cells, the fuzzy index is the overlap term minus
the sum of `(a_x - a_y)(b_x - b_y)|P_xy|²`. -/
theorem fuzzyIndex_eq {P : Matrix n n ℂ} (hP : P.IsHermitian) (hI : P * P = P)
    (a b : n → ℝ) :
    fuzzyIndex P a b = overlapSharing P a b
      - ∑ x, ∑ y, (a x - a y) * (b x - b y) * ‖P x y‖ ^ 2 := by
  have hsym : ∀ x y, ‖P x y‖ ^ 2 = ‖P y x‖ ^ 2 := fun x y => by
    rw [← hP.apply x y, norm_star]
  -- the diagonal products collapse by the row sum rule
  have h1 : ∑ x, ∑ y, a x * b x * ‖P x y‖ ^ 2 = ∑ x, a x * b x * (P x x).re := by
    refine Finset.sum_congr rfl fun x _ => ?_
    rw [← Finset.mul_sum, row_sum hP hI]
  -- exchanging the two electrons' positions
  have h2 : ∑ x, ∑ y, a y * b y * ‖P x y‖ ^ 2 = ∑ x, ∑ y, a x * b x * ‖P x y‖ ^ 2 := by
    rw [Finset.sum_comm]
    exact Finset.sum_congr rfl fun x _ => Finset.sum_congr rfl fun y _ => by rw [hsym y x]
  have h3 : ∑ x, ∑ y, a y * b x * ‖P x y‖ ^ 2 = ∑ x, ∑ y, a x * b y * ‖P x y‖ ^ 2 := by
    rw [Finset.sum_comm]
    exact Finset.sum_congr rfl fun x _ => Finset.sum_congr rfl fun y _ => by rw [hsym y x]
  have h4 : ∑ x, ∑ y, (a x - a y) * (b x - b y) * ‖P x y‖ ^ 2
      = ∑ x, ∑ y, a x * b x * ‖P x y‖ ^ 2 + ∑ x, ∑ y, a y * b y * ‖P x y‖ ^ 2
        - ∑ x, ∑ y, a x * b y * ‖P x y‖ ^ 2 - ∑ x, ∑ y, a y * b x * ‖P x y‖ ^ 2 := by
    simp only [← Finset.sum_add_distrib, ← Finset.sum_sub_distrib]
    exact Finset.sum_congr rfl fun x _ => Finset.sum_congr rfl fun y _ => by ring
  unfold fuzzyIndex overlapSharing
  linarith
```

For any two real weight functions, the theorem states

\[
F(a,b)=O(a,b)-\sum_{x,y}(a_x-a_y)(b_x-b_y)|P_{xy}|^2 .
\]

To derive it, expand the product:

\[
(a_x-a_y)(b_x-b_y)=a_xb_x+a_yb_y-a_xb_y-a_yb_x .
\]

Multiply by \(|P_{xy}|^2\) and sum. The row sum turns the first term into \(\sum_x a_xb_xP_{xx}=\tfrac12 O(a,b)\) (`h1`). Since \(|P_{xy}|=|P_{yx}|\), exchanging \(x\) and \(y\) shows that the second term equals the first (`h2`) and that the two mixed terms are equal (`h3`), each being \(\tfrac12F(a,b)\). The expansion, `h4`, therefore gives \(O(a,b)-F(a,b)\), and `linarith` rearranges this linear relation.

## One atom against the rest

```lean
/-- For a Hermitian projector, the fuzzy index between a cell `w` and its complement `1 - w`
is the sum of `(w_x - w_y)²|P_xy|²` plus the overlap term `2 ∑ w_x (1 - w_x) P_xx`. -/
theorem fuzzyIndex_decomposition {P : Matrix n n ℂ} (hP : P.IsHermitian) (hI : P * P = P)
    (w : n → ℝ) :
    fuzzyIndex P w (fun x => 1 - w x)
      = ∑ x, ∑ y, (w x - w y) ^ 2 * ‖P x y‖ ^ 2
        + overlapSharing P w (fun x => 1 - w x) := by
  have h : fuzzyIndex P w (fun x => 1 - w x) = overlapSharing P w (fun x => 1 - w x)
      - ∑ x, ∑ y, (w x - w y) * ((1 - w x) - (1 - w y)) * ‖P x y‖ ^ 2 :=
    fuzzyIndex_eq hP hI w (fun x => 1 - w x)
  have e : ∑ x, ∑ y, (w x - w y) * ((1 - w x) - (1 - w y)) * ‖P x y‖ ^ 2
      = -∑ x, ∑ y, (w x - w y) ^ 2 * ‖P x y‖ ^ 2 := by
    simp only [← Finset.sum_neg_distrib]
    exact Finset.sum_congr rfl fun x _ => Finset.sum_congr rfl fun y _ => by ring
  linarith
```

Now let the second cell be the complement, written in Lean as the function `fun x => 1 - w x`. Then \(b_x-b_y=-(w_x-w_y)\), and the previous identity becomes

\[
F(w,1-w)=\sum_{x,y}(w_x-w_y)^2|P_{xy}|^2+2\sum_x w_x(1-w_x)P_{xx}.
\]

In the proof, `e` carries out this change of sign. The identity holds for every real \(w\); the range \([0,1]\) matters only for the signs of the terms.

## When the overlap term vanishes

```lean
/-- For a Hermitian projector and two cells with nonnegative weights, the overlap term
vanishes exactly when no site with positive density belongs to both cells. -/
theorem overlapSharing_eq_zero_iff {P : Matrix n n ℂ} (hP : P.IsHermitian)
    (hI : P * P = P) {a b : n → ℝ} (ha : ∀ x, 0 ≤ a x) (hb : ∀ x, 0 ≤ b x) :
    overlapSharing P a b = 0 ↔ ∀ x, 0 < (P x x).re → a x = 0 ∨ b x = 0 := by
  have hd : ∀ x, 0 ≤ (P x x).re := fun x => by
    rw [← row_sum hP hI x]
    exact Finset.sum_nonneg fun y _ => sq_nonneg _
  unfold overlapSharing
  constructor
  · intro h x hx
    have hs : ∑ x, a x * b x * (P x x).re = 0 := by linarith
    have ht := (Finset.sum_eq_zero_iff_of_nonneg fun x _ =>
      mul_nonneg (mul_nonneg (ha x) (hb x)) (hd x)).1 hs x (Finset.mem_univ x)
    exact mul_eq_zero.1 ((mul_eq_zero.1 ht).resolve_right hx.ne')
  · intro h
    rw [Finset.sum_eq_zero, mul_zero]
    intro x _
    rcases (hd x).eq_or_lt with h0 | h0
    · rw [← h0, mul_zero]
    · rcases h x h0 with h1 | h1 <;> simp [h1]
```

For nonnegative weights, \(O(a,b)=0\) exactly when every point with \(P_{xx}>0\) has \(a_x=0\) or \(b_x=0\).

Each summand \(a_xb_xP_{xx}\) is nonnegative, so a vanishing sum forces every summand to vanish. Where \(P_{xx}>0\), that factor can be divided out, leaving \(a_xb_x=0\). Conversely, each summand vanishes either because the density is zero or because one of the weights is. In Lean, `hd` supplies \(P_{xx}\ge0\), and the two bullets are the two directions of the equivalence.

```lean
/-- For a Hermitian projector and weights in `[0,1]`, the overlap term between a cell and its
complement vanishes exactly when the weight is 0 or 1 wherever the density is positive. -/
theorem overlapSharing_compl_eq_zero_iff {P : Matrix n n ℂ} (hP : P.IsHermitian)
    (hI : P * P = P) {w : n → ℝ} (h0 : ∀ x, 0 ≤ w x) (h1 : ∀ x, w x ≤ 1) :
    overlapSharing P w (fun x => 1 - w x) = 0
      ↔ ∀ x, 0 < (P x x).re → w x = 0 ∨ w x = 1 := by
  rw [overlapSharing_eq_zero_iff hP hI h0 (fun x => sub_nonneg.2 (h1 x))]
  refine forall_congr' fun x => imp_congr_right fun _ => or_congr_right ?_
  constructor <;> intro h <;> linarith
```

With \(0\le w_x\le1\), both \(w\) and \(1-w\) are nonnegative, so the previous theorem applies. Its condition \(1-w_x=0\) is the same as \(w_x=1\). The overlap term thus vanishes exactly when the cell is sharp wherever there is density. Where the density is zero, the weight may take any value in \([0,1]\).

## When the whole index vanishes

```lean
/-- The sum of `(w_x - w_y)²|P_xy|²` vanishes exactly when the cell weight, as a
multiplication operator on the grid, commutes with `P`. -/
theorem exchange_part_eq_zero_iff [DecidableEq n] (P : Matrix n n ℂ) (w : n → ℝ) :
    ∑ x, ∑ y, (w x - w y) ^ 2 * ‖P x y‖ ^ 2 = 0
      ↔ diagonal (fun x => (w x : ℂ)) * P = P * diagonal (fun x => (w x : ℂ)) := by
  have hn : ∀ x y, 0 ≤ (w x - w y) ^ 2 * ‖P x y‖ ^ 2 := fun x y => by positivity
  constructor
  · intro h
    ext x y
    have hx := (Finset.sum_eq_zero_iff_of_nonneg fun x _ =>
      Finset.sum_nonneg fun y _ => hn x y).1 h x (Finset.mem_univ x)
    have hxy := (Finset.sum_eq_zero_iff_of_nonneg fun y _ => hn x y).1 hx y
      (Finset.mem_univ y)
    rw [Matrix.diagonal_mul, Matrix.mul_diagonal]
    rcases mul_eq_zero.1 hxy with h1 | h1
    · have hw : w x = w y := sub_eq_zero.1 (pow_eq_zero_iff two_ne_zero |>.1 h1)
      rw [hw, mul_comm]
    · have hp : P x y = 0 := norm_eq_zero.1 (pow_eq_zero_iff two_ne_zero |>.1 h1)
      rw [hp, mul_zero, zero_mul]
  · intro h
    refine Finset.sum_eq_zero fun x _ => Finset.sum_eq_zero fun y _ => ?_
    have hxy := congrFun (congrFun h x) y
    rw [Matrix.diagonal_mul, Matrix.mul_diagonal] at hxy
    have hz : ((w x : ℂ) - (w y : ℂ)) * P x y = 0 := by linear_combination hxy
    rcases mul_eq_zero.1 hz with h1 | h1
    · have hw : w x = w y := Complex.ofReal_injective (sub_eq_zero.1 h1)
      simp [hw]
    · simp [h1]
```

Let \(D\) be the diagonal matrix with entries \(w_x\), which multiplies a function on the grid by the cell weight. Then

\[
(DP-PD)_{xy}=(w_x-w_y)P_{xy},
\]

so the weight-difference sum is the sum of the squared moduli of the commutator's entries. It is zero exactly when \(DP=PD\). This requires neither hermiticity nor idempotency.

The proof works entry by entry. If the sum vanishes, then for each pair either \(w_x=w_y\) or \(P_{xy}=0\), and in both cases the entries of \(DP\) and \(PD\) agree. The reverse direction reads the same alternative off the commutator.

```lean
/-- For a Hermitian projector and weights in `[0,1]`, the fuzzy index between a cell and its
complement vanishes exactly when the weight is 0 or 1 wherever the density is positive and
the weight commutes with `P`. -/
theorem fuzzyIndex_eq_zero_iff [DecidableEq n] {P : Matrix n n ℂ} (hP : P.IsHermitian)
    (hI : P * P = P) {w : n → ℝ} (h0 : ∀ x, 0 ≤ w x) (h1 : ∀ x, w x ≤ 1) :
    fuzzyIndex P w (fun x => 1 - w x) = 0
      ↔ (∀ x, 0 < (P x x).re → w x = 0 ∨ w x = 1) ∧
        diagonal (fun x => (w x : ℂ)) * P = P * diagonal (fun x => (w x : ℂ)) := by
  rw [fuzzyIndex_decomposition hP hI, ← overlapSharing_compl_eq_zero_iff hP hI h0 h1,
    ← exchange_part_eq_zero_iff]
  -- both parts are nonnegative, so they vanish together
  have hE : 0 ≤ ∑ x, ∑ y, (w x - w y) ^ 2 * ‖P x y‖ ^ 2 :=
    Finset.sum_nonneg fun x _ => Finset.sum_nonneg fun y _ => by positivity
  have hO : 0 ≤ overlapSharing P w (fun x => 1 - w x) := by
    refine mul_nonneg zero_le_two (Finset.sum_nonneg fun x _ => ?_)
    refine mul_nonneg (mul_nonneg (h0 x) (sub_nonneg.2 (h1 x))) ?_
    rw [← row_sum hP hI x]
    exact Finset.sum_nonneg fun y _ => sq_nonneg _
  constructor
  · intro h
    constructor <;> linarith
  · rintro ⟨h2, h3⟩
    linarith
```

For weights in \([0,1]\), both parts of the decomposition are nonnegative (`hE` and `hO`). Their sum is zero only if each is zero, so the index vanishes exactly when the cell is sharp on the density and \(D\) commutes with \(P\).

In orbital language, the occupied orbitals can then be chosen so that each lies entirely inside or entirely outside the cell. This follows by diagonalising \(D\) within the occupied space, a step the Lean theorem leaves to the reader.

## A two-site bond with fuzzy cells

```lean
/-- The density matrix of one electron in the even combination of two sites: every entry
is 1/2. -/
def bondingProjector : Matrix (Fin 2) (Fin 2) ℂ := Matrix.of fun _ _ => 1 / 2
```

`Fin 2` has two elements, 0 and 1, which serve as the two sites. The normalised bonding orbital is \((1,1)/\sqrt2\), so every entry of its density matrix is \(1/2\).

```lean
/-- The two-site bonding density matrix is a Hermitian projector; for a cell with weights 3/4 and
1/4 on the two sites, the fuzzy index between the cell and its complement is 1/2, and the overlap
term between them is 3/8. -/
theorem bondingProjector_witness :
    bondingProjector.IsHermitian ∧ bondingProjector * bondingProjector = bondingProjector ∧
      fuzzyIndex bondingProjector ![3 / 4, 1 / 4] (fun x => 1 - ![3 / 4, 1 / 4] x) = 1 / 2 ∧
      overlapSharing bondingProjector ![3 / 4, 1 / 4] (fun x => 1 - ![3 / 4, 1 / 4] x)
        = 3 / 8 := by
  have hnorm : ‖(1 / 2 : ℂ)‖ = 1 / 2 := by norm_num
  have hre : (1 / 2 : ℂ).re = 1 / 2 := by norm_num
  refine ⟨Matrix.IsHermitian.ext fun i j => by simp [bondingProjector], ?_, ?_, ?_⟩
  · ext i j
    simp only [bondingProjector, Matrix.mul_apply, Matrix.of_apply, Fin.sum_univ_two]
    norm_num
  · simp only [fuzzyIndex, bondingProjector, Matrix.of_apply, Fin.sum_univ_two, hnorm]
    norm_num
  · simp only [overlapSharing, bondingProjector, Matrix.of_apply, Fin.sum_univ_two, hre]
    norm_num

end

end FuzzyDelocalisation
```

The theorem joins four statements: the matrix is Hermitian, it is idempotent, and the index and overlap term have the given values. The notation `![3 / 4, 1 / 4]` means \(w_0=3/4\) and \(w_1=1/4\). Since \(|P_{xy}|^2=1/4\) throughout,

\[
F=2\cdot\tfrac14\,(w_0+w_1)(2-w_0-w_1)=\tfrac12,
\]

\[
O=2\left(\tfrac{3}{16}\cdot\tfrac12+\tfrac{3}{16}\cdot\tfrac12\right)=\tfrac38 .
\]

The weight-difference sum supplies the remaining \(2\cdot\tfrac14\cdot\tfrac14=\tfrac18\). Lean inserts the entries, writes out the two-site sums and evaluates them with `norm_num`.

The example also limits how the overlap term should be interpreted. Sharp weights 1 and 0 give the same index, \(1/2\), with no overlap term. Subtracting \(3/8\) from the fuzzy index therefore does not recover the sharp-cell value: here the split changes with the choice of cells although the index does not. Nor is the overlap term the whole contribution of fuzzy points: both sites are fuzzy here, yet the overlap term is \(3/8\) while the index is \(1/2\).

```lean
#print axioms FuzzyDelocalisation.fuzzyIndex_decomposition
#print axioms FuzzyDelocalisation.fuzzyIndex_eq_zero_iff
```

```
'FuzzyDelocalisation.fuzzyIndex_decomposition' depends on axioms: [propext, Classical.choice, Quot.sound]
'FuzzyDelocalisation.fuzzyIndex_eq_zero_iff' depends on axioms: [propext, Classical.choice, Quot.sound]
```
